# Cold-smearing occupations are positive everywhere and exceed one beyond a single threshold

## From band energies to a density

Once the one-electron Hamiltonian of a metal has been diagonalised at each sampled k-point, the electron density is assembled from the orbitals as

\[
n(\mathbf r)=\sum_{n\mathbf k} w_{\mathbf k}\, f_{n\mathbf k}\,|\psi_{n\mathbf k}(\mathbf r)|^2 ,
\]

where the subscript \(n\) labels the one-electron states at each k-point, with band and spin both counted (it is unrelated to the density \(n(\mathbf r)\)), \(\psi_{n\mathbf k}\) are their orbitals, \(w_{\mathbf k}>0\) are the sampling weights and \(f_{n\mathbf k}\) is the occupation of each such state. For given orbitals and a given chemical potential, this sum cannot be negative if every \(f_{n\mathbf k}\) is positive. Cold smearing has that property, although it also gives some levels an occupation above 1. Such an \(f\) is a smeared weight and not the probability that a fermion state is filled.

## The occupation function

Let \(\varepsilon\) be the energy of a level, \(\mu\) the chemical potential and \(\sigma>0\) the smearing width. The occupation depends on these only through the reduced depth

\[
x=\frac{\mu-\varepsilon}{\sigma},
\]

which is positive for levels below the chemical potential. The cold-smearing kernel and occupation are

\[
\delta_c(t)=\frac{(2-\sqrt2\,t)\,e^{-(t-1/\sqrt2)^2}}{\sqrt\pi},
\qquad
F(x)=\int_{-\infty}^{x}\delta_c(t)\,dt .
\]

A state of energy \(\varepsilon_{n\mathbf k}\) enters the density with \(f_{n\mathbf k}=F\big((\mu-\varepsilon_{n\mathbf k})/\sigma\big)\). The kernel is a broadened delta function that turns negative for \(t>\sqrt2\). Four properties of \(F\) hold:

- \(F(x)>0\) for every real \(x\).
- \(F(x)<F(\sqrt2)\) for every \(x\neq\sqrt2\).
- \(F(x)>1\) for every \(x\ge\sqrt2\).
- \(F(x)\to1\) as \(x\to+\infty\).

In addition, there is a threshold \(x_0<\sqrt2\) with \(F(x_0)=1\), and \(F(x)>1\) exactly when \(x>x_0\).

## A closed form that shows positivity

Write \(g(t)=e^{-(t-1/\sqrt2)^2}\). Since \(\sqrt2\cdot(1/\sqrt2)=1\), the prefactor of the kernel is

\[
2-\sqrt2\,t = 1-\sqrt2\left(t-\tfrac1{\sqrt2}\right).
\]

The derivative of the Gaussian is \(g'(t)=-2(t-1/\sqrt2)\,g(t)\), so

\[
-\sqrt2\left(t-\tfrac1{\sqrt2}\right)g(t)=\frac{g'(t)}{\sqrt2},
\qquad
\delta_c(t)=\frac{g(t)}{\sqrt\pi}+\frac{g'(t)}{\sqrt2\sqrt\pi}.
\]

The second term integrates to its boundary value, and \(g\) vanishes at \(-\infty\). Therefore

\[
F(x)=\frac1{\sqrt\pi}\int_{-\infty}^{x}g(t)\,dt+\frac{g(x)}{\sqrt2\sqrt\pi}.
\]

The first term is non-negative and the second is strictly positive, so \(F(x)>0\), even though the kernel itself changes sign.

As \(x\to+\infty\), the integral tends to the full Gaussian integral \(\sqrt\pi\) and \(g(x)\to0\), which gives \(F(x)\to1\). As \(x\to-\infty\), both terms vanish and \(F(x)\to0\).

## The maximum and the overfilled range

By the fundamental theorem of calculus,

\[
F'(x)=\delta_c(x).
\]

The exponential is positive, so the sign of \(F'\) is the sign of \(2-\sqrt2\,x\). This is positive for \(x<\sqrt2\) and negative for \(x>\sqrt2\). Hence \(F\) increases strictly up to \(\sqrt2\) and decreases strictly afterwards, and \(\sqrt2\) is its only global maximiser.

Now take \(x\ge\sqrt2\). For every \(y\ge x+1\), the decrease gives \(F(y)\le F(x+1)\). Letting \(y\to+\infty\) yields \(1\le F(x+1)\), and strict decrease between \(x\) and \(x+1\) gives

\[
F(x)>F(x+1)\ge1 .
\]

For the threshold, \(F\to0\) at \(-\infty\) supplies a point \(a<\sqrt2\) with \(F(a)<1\), while \(F(\sqrt2)>1\). By the intermediate value theorem \(F\) equals 1 at some \(x_0\) between them, and \(x_0\ne\sqrt2\) because \(F(\sqrt2)>1\). For \(x\le\sqrt2\), strict increase makes \(F(x)>1=F(x_0)\) equivalent to \(x>x_0\). For \(x\ge\sqrt2\), both inequalities hold.

## Vanishing smearing width

Keep \(\varepsilon\) and \(\mu\) fixed and let \(\sigma\to0^+\). If \(\varepsilon<\mu\), then \(x\to+\infty\) and the occupation tends to 1, eventually from above. If \(\varepsilon>\mu\), then \(x\to-\infty\) and it tends to 0. The sharp step is thus recovered away from the chemical potential. A level exactly at \(\varepsilon=\mu\) has \(x=0\) for every \(\sigma\), and the closed form gives it the occupation

\[
F(0)=\tfrac12\operatorname{erfc}\!\left(\tfrac1{\sqrt2}\right)+\frac{e^{-1/2}}{\sqrt{2\pi}}\approx0.401,
\]

not one half. Here \(\operatorname{erfc}(z)=\frac{2}{\sqrt\pi}\int_z^\infty e^{-s^2}\,ds\) is the complementary error function; this value is evaluated by hand from the closed form and is not among the Lean statements.

## How the Lean statements express this

The function `coldKernel` is \(\delta_c\), `bump` is \(g\), and `coldOccupation` is \(F\). The set `Iic x` is the half-line \(t\le x\); including the endpoint does not change the integral. Lean assigns the value zero to the integral of a non-integrable function, and `integrable_coldKernel` rules that case out here.

The theorem `cold_smearing_occupation` is a conjunction of the four listed properties, in the same order. Its second part has the hypothesis `x ≠ √2`, which makes the maximum strict. The expression `Tendsto coldOccupation atTop (𝓝 1)` is the limit at \(+\infty\). The theorem `overfilling_threshold` gives the existence of \(x_0\) and the equivalence that separates occupations above 1 from the rest.

The variable in these theorems is the dimensionless real number \(x\). The energies, \(\mu\) and \(\sigma\) enter through the physical reading of \(x\), with the sign convention above. The theorems describe one level at a time: they do not determine \(\mu\) from an electron count, treat the smearing correction to the total energy, or estimate the error of a k-point mesh.

## The complete Lean file

```lean
import Mathlib

open Set Filter MeasureTheory
open scoped Real Topology

namespace ColdSmearingOccupation

noncomputable section

/-- The Gaussian centred at `1/√2` that underlies cold smearing. -/
def bump (t : ℝ) : ℝ := Real.exp (-(t - 1 / √2) ^ 2)

/-- The cold-smearing kernel, a broadened delta function in the reduced energy `t`. -/
def coldKernel (t : ℝ) : ℝ := (2 - √2 * t) * Real.exp (-(t - 1 / √2) ^ 2) / √π

/-- The cold-smearing occupation of a level at reduced depth `x = (μ - ε)/σ` below the
chemical potential: the kernel integrated up to `x`. -/
def coldOccupation (x : ℝ) : ℝ := ∫ t in Iic x, coldKernel t

lemma integrable_bump : Integrable bump := by
  have h := (integrable_exp_neg_mul_sq (one_pos : (0 : ℝ) < 1)).comp_sub_right (1 / √2)
  have e : bump = fun t => Real.exp (-1 * (t - 1 / √2) ^ 2) := by
    funext t
    simp only [bump, neg_mul, one_mul]
  rw [e]
  exact h

lemma integrable_slope :
    Integrable (fun t => -√2 / √π * ((t - 1 / √2) * bump t)) := by
  have h := (integrable_mul_exp_neg_mul_sq (one_pos : (0 : ℝ) < 1)).comp_sub_right (1 / √2)
  have e : (fun t => (t - 1 / √2) * bump t)
      = fun t => (t - 1 / √2) * Real.exp (-1 * (t - 1 / √2) ^ 2) := by
    funext t
    simp only [bump, neg_mul, one_mul]
  have h' : Integrable (fun t => (t - 1 / √2) * bump t) := by
    rw [e]
    exact h
  exact h'.const_mul _

/-- The cold-smearing kernel is a normalised shifted Gaussian plus a term proportional to
the slope of that Gaussian. -/
theorem coldKernel_eq (t : ℝ) :
    coldKernel t = bump t / √π + -√2 / √π * ((t - 1 / √2) * bump t) := by
  have h : √2 * (1 / √2) = 1 := mul_one_div_cancel (by positivity)
  simp only [coldKernel, bump]
  linear_combination (-(Real.exp (-(t - 1 / √2) ^ 2) / √π)) * h

lemma integrable_coldKernel : Integrable coldKernel := by
  rw [funext coldKernel_eq]
  exact (integrable_bump.div_const _).add integrable_slope

lemma bump_atBot : Tendsto bump atBot (𝓝 0) := by
  have h : Tendsto (fun t : ℝ => (t - 1 / √2) ^ 2) atBot atTop :=
    tendsto_atTop_mono (fun t => by nlinarith [sq_nonneg (t - 1 / √2 + 1 / 2)])
      (tendsto_atTop_add_const_right atBot (1 / √2 - 1) tendsto_neg_atBot_atTop)
  exact Real.tendsto_exp_neg_atTop_nhds_zero.comp h

lemma bump_atTop : Tendsto bump atTop (𝓝 0) := by
  have h : Tendsto (fun t : ℝ => (t - 1 / √2) ^ 2) atTop atTop :=
    tendsto_atTop_mono (fun t => by
        simp only [id]
        nlinarith [sq_nonneg (t - 1 / √2 - 1 / 2)])
      (tendsto_atTop_add_const_right atTop (-(1 / √2) - 1) tendsto_id)
  exact Real.tendsto_exp_neg_atTop_nhds_zero.comp h

lemma hasDerivAt_bump (t : ℝ) :
    HasDerivAt (fun s => bump s / (√2 * √π)) (-√2 / √π * ((t - 1 / √2) * bump t)) t := by
  have h1 : HasDerivAt (fun s : ℝ => -(s - 1 / √2) ^ 2) (-(2 * (t - 1 / √2))) t :=
    ((((hasDerivAt_id' t).sub_const (1 / √2)).fun_pow 2).fun_neg).congr_deriv (by norm_num)
  have h2 : (2 : ℝ) / √2 = √2 := Real.div_sqrt
  refine (h1.exp.div_const (√2 * √π)).congr_deriv ?_
  simp only [bump]
  generalize Real.exp (-(t - 1 / √2) ^ 2) = E
  generalize t - 1 / √2 = y
  linear_combination (-(y * E / √π)) * h2

/-- Closed form: the cold-smearing occupation is a cumulative Gaussian plus a Gaussian. -/
theorem coldOccupation_eq (x : ℝ) :
    coldOccupation x = (∫ t in Iic x, bump t) / √π + bump x / (√2 * √π) := by
  have h0 : Tendsto (fun s => bump s / (√2 * √π)) atBot (𝓝 0) := by
    simpa using bump_atBot.div_const (√2 * √π)
  -- the slope term integrates exactly to its boundary value
  have h1 := integral_Iic_of_hasDerivAt_of_tendsto' (a := x)
    (fun t _ => hasDerivAt_bump t) integrable_slope.integrableOn h0
  simp only [coldOccupation, coldKernel_eq]
  rw [integral_add (integrable_bump.div_const _).integrableOn integrable_slope.integrableOn,
    h1, integral_div, sub_zero]

/-- The cold-smearing occupation is strictly positive at every energy. -/
theorem coldOccupation_pos (x : ℝ) : 0 < coldOccupation x := by
  rw [coldOccupation_eq]
  have h1 : 0 ≤ ∫ t in Iic x, bump t := integral_nonneg fun t => (Real.exp_pos _).le
  have h2 : 0 < bump x := Real.exp_pos _
  positivity

/-- The occupation tends to 1 far below the chemical potential. -/
theorem coldOccupation_atTop : Tendsto coldOccupation atTop (𝓝 1) := by
  have hI : ∫ t, bump t = √π := by
    have h := integral_sub_right_eq_self (μ := volume)
      (fun t : ℝ => Real.exp (-1 * t ^ 2)) (1 / √2)
    rw [integral_gaussian, div_one] at h
    rw [← h]
    simp only [bump, neg_mul, one_mul]
  have h1 : Tendsto (fun x : ℝ => ∫ t in Iic x, bump t) atTop (𝓝 (∫ t, bump t)) :=
    (aecover_Iic tendsto_id).integral_tendsto_of_countably_generated integrable_bump
  have h2 := (h1.div_const √π).add (bump_atTop.div_const (√2 * √π))
  have hp : √π ≠ 0 := by positivity
  rw [hI, div_self hp, zero_div, add_zero] at h2
  exact h2.congr fun x => (coldOccupation_eq x).symm

lemma coldOccupation_sub (a b : ℝ) :
    coldOccupation b - coldOccupation a = ∫ t in a..b, coldKernel t :=
  intervalIntegral.integral_Iic_sub_Iic integrable_coldKernel.integrableOn
    integrable_coldKernel.integrableOn

/-- The occupation tends to 0 far above the chemical potential. -/
theorem coldOccupation_atBot : Tendsto coldOccupation atBot (𝓝 0) := by
  have h : Tendsto (fun x : ℝ => ∫ t in x..0, coldKernel t) atBot (𝓝 (coldOccupation 0)) :=
    intervalIntegral_tendsto_integral_Iic 0 integrable_coldKernel.integrableOn tendsto_id
  have h2 := h.const_sub (coldOccupation 0)
  rw [sub_self] at h2
  exact h2.congr fun x => by rw [← coldOccupation_sub]; ring

/-- The derivative of the occupation with respect to reduced depth is the smearing kernel. -/
theorem hasDerivAt_coldOccupation (x : ℝ) :
    HasDerivAt coldOccupation (coldKernel x) x := by
  have hc : Continuous coldKernel := by
    unfold coldKernel
    fun_prop
  have h := (hc.integral_hasStrictDerivAt 0 x).hasDerivAt.const_add (coldOccupation 0)
  have e : coldOccupation = fun y => coldOccupation 0 + ∫ t in (0 : ℝ)..y, coldKernel t := by
    funext y
    rw [← coldOccupation_sub]
    ring
  rw [e]
  exact h

lemma continuous_coldOccupation : Continuous coldOccupation :=
  continuous_iff_continuousAt.2 fun x => (hasDerivAt_coldOccupation x).continuousAt

lemma strictMonoOn_coldOccupation : StrictMonoOn coldOccupation (Iic √2) := by
  refine strictMonoOn_of_deriv_pos (convex_Iic _) continuous_coldOccupation.continuousOn ?_
  intro x hx
  rw [interior_Iic, mem_Iio] at hx
  rw [(hasDerivAt_coldOccupation x).deriv]
  have hs : √2 * √2 = 2 := Real.mul_self_sqrt (by norm_num)
  have h2 : 0 < √2 := by positivity
  have h : 0 < 2 - √2 * x := by nlinarith [mul_pos h2 (sub_pos.2 hx)]
  unfold coldKernel
  positivity

lemma strictAntiOn_coldOccupation : StrictAntiOn coldOccupation (Ici √2) := by
  refine strictAntiOn_of_deriv_neg (convex_Ici _) continuous_coldOccupation.continuousOn ?_
  intro x hx
  rw [interior_Ici, mem_Ioi] at hx
  rw [(hasDerivAt_coldOccupation x).deriv]
  have hs : √2 * √2 = 2 := Real.mul_self_sqrt (by norm_num)
  have h2 : 0 < √2 := by positivity
  have h : 2 - √2 * x < 0 := by nlinarith [mul_pos h2 (sub_pos.2 hx)]
  exact div_neg_of_neg_of_pos (mul_neg_of_neg_of_pos h (Real.exp_pos _)) (by positivity)

/-- The cold-smearing occupation is positive everywhere, has its strict global maximum at
`x = √2`, exceeds 1 for all `x ≥ √2`, and tends to 1 as `x → ∞`. -/
theorem cold_smearing_occupation :
    (∀ x, 0 < coldOccupation x) ∧
    (∀ x, x ≠ √2 → coldOccupation x < coldOccupation √2) ∧
    (∀ x, √2 ≤ x → 1 < coldOccupation x) ∧
    Tendsto coldOccupation atTop (𝓝 1) := by
  refine ⟨coldOccupation_pos, fun x hx => ?_, fun x hx => ?_, coldOccupation_atTop⟩
  · rcases lt_or_gt_of_ne hx with h | h
    · exact strictMonoOn_coldOccupation (mem_Iic.2 h.le) (mem_Iic.2 le_rfl) h
    · exact strictAntiOn_coldOccupation (mem_Ici.2 le_rfl) (mem_Ici.2 h.le) h
  · -- a strictly decreasing function stays above its limit
    have hx1 : √2 ≤ x + 1 := by linarith
    have h1 : coldOccupation (x + 1) < coldOccupation x :=
      strictAntiOn_coldOccupation (mem_Ici.2 hx) (mem_Ici.2 hx1) (by linarith)
    have h2 : 1 ≤ coldOccupation (x + 1) := by
      refine le_of_tendsto coldOccupation_atTop ?_
      filter_upwards [eventually_ge_atTop (x + 1)] with y hy
      exact strictAntiOn_coldOccupation.antitoneOn (mem_Ici.2 hx1)
        (mem_Ici.2 (hx1.trans hy)) hy
    linarith

/-- There is a threshold `x₀ < √2` at which the occupation equals 1, and a level is occupied by more
than 1 exactly when its reduced depth exceeds `x₀`. -/
theorem overfilling_threshold :
    ∃ x₀ < √2, coldOccupation x₀ = 1 ∧ ∀ x, 1 < coldOccupation x ↔ x₀ < x := by
  have hgt := cold_smearing_occupation.2.2.1
  obtain ⟨a, ha, ha2⟩ := ((coldOccupation_atBot.eventually_lt_const one_pos).and
    (eventually_lt_atBot √2)).exists
  -- the increasing branch crosses full occupation
  obtain ⟨x₀, hx₀, h1⟩ := intermediate_value_Icc ha2.le
    continuous_coldOccupation.continuousOn ⟨ha.le, (hgt √2 le_rfl).le⟩
  have hlt : x₀ < √2 := by
    refine lt_of_le_of_ne hx₀.2 fun h => ?_
    have h3 := hgt x₀ h.ge
    linarith
  refine ⟨x₀, hlt, h1, fun x => ?_⟩
  rcases le_total x √2 with h | h
  · rw [← h1]
    exact strictMonoOn_coldOccupation.lt_iff_lt (mem_Iic.2 hlt.le) (mem_Iic.2 h)
  · exact ⟨fun _ => hlt.trans_le h, fun _ => hgt x h⟩

end

end ColdSmearingOccupation
```

```lean
#print axioms ColdSmearingOccupation.cold_smearing_occupation
-- 'ColdSmearingOccupation.cold_smearing_occupation' depends on axioms: [propext, Classical.choice, Quot.sound]
#print axioms ColdSmearingOccupation.overfilling_threshold
-- 'ColdSmearingOccupation.overfilling_threshold' depends on axioms: [propext, Classical.choice, Quot.sound]
```

## How the proof follows the calculation

**Integrability and the split.** `integrable_bump` and `integrable_slope` shift Mathlib's results for \(e^{-t^2}\) and \(t e^{-t^2}\) by \(1/\sqrt2\). `coldKernel_eq` is the algebraic split of the kernel; its `linear_combination` step uses \(\sqrt2\cdot(1/\sqrt2)=1\). Together they give `integrable_coldKernel`.

**Boundary values.** `bump_atBot` and `bump_atTop` show that the Gaussian vanishes at both ends. With \(y=t-1/\sqrt2\), they bound \(y^2\) below by \(-y-1\) and \(y-1\) respectively. Each linear bound tends to \(+\infty\) at the relevant end, and `nlinarith` obtains it from the square of a real number being non-negative.

**The closed form.** `hasDerivAt_bump` applies the chain rule to \(g/(\sqrt2\sqrt\pi)\) and identifies its derivative with the slope term, using \(2/\sqrt2=\sqrt2\). `coldOccupation_eq` then integrates that term over the half-line through `integral_Iic_of_hasDerivAt_of_tendsto'`, which needs the derivative, its integrability and the zero limit at \(-\infty\). `coldOccupation_pos` reads the sign from the result.

**The two limits.** `coldOccupation_atTop` evaluates the full integral of `bump` by translation invariance and the Gaussian integral, then passes to the limit in the closed form. `coldOccupation_atBot` takes a slightly different route from the derivation above. It uses `coldOccupation_sub`, which writes differences of \(F\) as integrals over finite intervals, so that

\[
F(x)=F(0)-\int_x^0\delta_c(t)\,dt .
\]

The integral tends to \(F(0)\) as \(x\to-\infty\), so the difference tends to zero.

**Monotonicity.** `hasDerivAt_coldOccupation` writes \(F(y)=F(0)+\int_0^y\delta_c(t)\,dt\) and applies the fundamental theorem of calculus to the continuous kernel. `continuous_coldOccupation` follows from differentiability. `strictMonoOn_coldOccupation` and `strictAntiOn_coldOccupation` turn the sign of the derivative on the interior of each half-line into strict monotonicity on the closed half-line. In both, `nlinarith` settles the sign of \(2-\sqrt2\,x\) using \(\sqrt2\cdot\sqrt2=2\).

**The final theorems.** In `cold_smearing_occupation`, the maximum is proved by separating \(x<\sqrt2\) from \(x>\sqrt2\). The bound above 1 compares \(x\) with \(x+1\), and `le_of_tendsto` carries the inequality \(F(y)\le F(x+1)\) to the limit. In `overfilling_threshold`, `intermediate_value_Icc` supplies \(x_0\) on the increasing branch. The last case split treats \(x\le\sqrt2\) by strict monotonicity and \(x\ge\sqrt2\) by the bound already proved.
